# Simpson's rule integrates every real polynomial of degree at most three exactly

The theorem `simpson_exact` concerns numerical integration over an interval from a to b, with a < b. It says that Simpson's rule, with weights (b − a)/6 at each endpoint and 4(b − a)/6 at the midpoint, gives the exact integral of every real polynomial of degree at most three. The statement is purely mathematical and assumes no physical model. The attempt splits the sum over the three distinct nodes, works out the weight at each, writes the integral and the values of the polynomial in terms of its coefficients, and leaves the remaining identity to `ring`.

Lean 4 with Mathlib refuses this proof:

```lean
import Mathlib

open Polynomial

namespace PrescribedEndpointNodes

noncomputable section

/-- The value of the quadrature rule with nodes `s` and weights `w` on a polynomial. -/
def rule (s : Finset ℝ) (w : ℝ → ℝ) (p : ℝ[X]) : ℝ :=
  ∑ x ∈ s, w x * p.eval x

/-- The rule integrates every real polynomial of degree at most `d` exactly over `[a, b]`. -/
def ExactUpTo (a b : ℝ) (s : Finset ℝ) (w : ℝ → ℝ) (d : ℕ) : Prop :=
  ∀ p : ℝ[X], p.natDegree ≤ d → rule s w p = ∫ x in a..b, p.eval x

/-- A polynomial of degree at most three is given by its first four coefficients. -/
theorem eval_cubic {p : ℝ[X]} (hp : p.natDegree ≤ 3) (x : ℝ) :
    p.eval x = p.coeff 0 + p.coeff 1 * x + p.coeff 2 * x ^ 2 + p.coeff 3 * x ^ 3 := by
  rw [eval_eq_sum_range' (Nat.lt_succ_of_le hp) x]
  simp [Finset.sum_range_succ]

/-- The integral over `[a, b]` of a polynomial of degree at most three, by coefficients. -/
theorem integral_cubic {p : ℝ[X]} (hp : p.natDegree ≤ 3) (a b : ℝ) :
    ∫ x in a..b, p.eval x = p.coeff 0 * (b - a) + p.coeff 1 / 2 * (b ^ 2 - a ^ 2)
      + p.coeff 2 / 3 * (b ^ 3 - a ^ 3) + p.coeff 3 / 4 * (b ^ 4 - a ^ 4) := by
  have hF : ∀ x ∈ Set.uIcc a b, HasDerivAt (fun y : ℝ => p.coeff 0 * y + p.coeff 1 / 2 * y ^ 2
      + p.coeff 2 / 3 * y ^ 3 + p.coeff 3 / 4 * y ^ 4) (p.eval x) x := by
    intro x _
    refine HasDerivAt.congr_deriv (((((hasDerivAt_id' x).const_mul (p.coeff 0)).fun_add
      ((hasDerivAt_pow 2 x).const_mul (p.coeff 1 / 2))).fun_add
      ((hasDerivAt_pow 3 x).const_mul (p.coeff 2 / 3))).fun_add
      ((hasDerivAt_pow 4 x).const_mul (p.coeff 3 / 4))) ?_
    rw [eval_cubic hp]
    norm_num
    ring
  rw [intervalIntegral.integral_eq_sub_of_hasDerivAt hF (p.continuous.intervalIntegrable a b)]
  ring

/-- Simpson's rule, with three nodes `a`, `(a + b)/2` and `b`, is exact up to degree `3`. -/
theorem simpson_exact {a b : ℝ} (hab : a < b) :
    ExactUpTo a b {a, (a + b) / 2, b}
      (fun x => if x = (a + b) / 2 then 4 * (b - a) / 6 else (b - a) / 6) 3 := by
  intro p hp
  have h1 : a ≠ (a + b) / 2 := by intro h; linarith
  have h2 : b ≠ (a + b) / 2 := by intro h; linarith
  have hmem : a ∉ ({(a + b) / 2, b} : Finset ℝ) := by
    rw [Finset.mem_insert, Finset.mem_singleton]
    exact fun h => h.elim h1 hab.ne
  unfold rule
  rw [Finset.sum_insert hmem, Finset.sum_pair h2.symm, if_neg h1, if_pos rfl, if_neg h2,
    integral_cubic hp, eval_cubic hp a, eval_cubic hp ((a + b) / 2), eval_cubic hp b]
  ring

end

end PrescribedEndpointNodes
```

Messages:

```
Main.lean:51:55: error: Tactic `rewrite` failed: Did not find an occurrence of the pattern
  if a = (a + b) / 2 then ?m.180 else ?m.181
in the target expression
  (fun x => if x = (a + b) / 2 then 4 * (b - a) / 6 else (b - a) / 6) a * eval a p +
      ((fun x => if x = (a + b) / 2 then 4 * (b - a) / 6 else (b - a) / 6) ((a + b) / 2) * eval ((a + b) / 2) p +
        (fun x => if x = (a + b) / 2 then 4 * (b - a) / 6 else (b - a) / 6) b * eval b p) =
    ∫ (x : ℝ) in a..b, eval x p

a b : ℝ
hab : a < b
p : ℝ[X]
hp : p.natDegree ≤ 3
h1 : a ≠ (a + b) / 2
h2 : b ≠ (a + b) / 2
hmem : a ∉ {(a + b) / 2, b}
⊢ (fun x => if x = (a + b) / 2 then 4 * (b - a) / 6 else (b - a) / 6) a * eval a p +
      ((fun x => if x = (a + b) / 2 then 4 * (b - a) / 6 else (b - a) / 6) ((a + b) / 2) * eval ((a + b) / 2) p +
        (fun x => if x = (a + b) / 2 then 4 * (b - a) / 6 else (b - a) / 6) b * eval b p) =
    ∫ (x : ℝ) in a..b, eval x p
```

What went wrong. The error comes at `if_neg h1`, after the sum has been split into its three terms. That rewrite looks for an `if` whose condition is `a = (a + b) / 2`, which `h1` refutes. The goal has no such expression yet. It has the weight function still written as `fun x => if x = (a + b) / 2 then ...` and applied to `a`, so the condition inside speaks of the bound variable `x`. Putting `a` in for `x` would give the expected `if`, but `rw` does not carry out that step in its search for the pattern.

The repair ends the first `rw` once the sum is split and then calls `beta_reduce`, which puts each node into the weight function. The three conditions now speak of `a`, `(a + b) / 2` and `b`, so `if_neg h1`, `if_pos rfl` and `if_neg h2` can select the right weights. The second `rw` holds the remaining rewrites of the original list, unchanged and in the same order.

Fix (accepted with no message):

```diff
@@ -49,5 +49,7 @@
     exact fun h => h.elim h1 hab.ne
   unfold rule
-  rw [Finset.sum_insert hmem, Finset.sum_pair h2.symm, if_neg h1, if_pos rfl, if_neg h2,
+  rw [Finset.sum_insert hmem, Finset.sum_pair h2.symm]
+  beta_reduce
+  rw [if_neg h1, if_pos rfl, if_neg h2,
     integral_cubic hp, eval_cubic hp a, eval_cubic hp ((a + b) / 2), eval_cubic hp b]
   ring
```
